# Occupations of distinct sites by two same-spin electrons in a Slater determinant have covariance $-|P_{ij}|^2$

**Q:** You say that if two same-spin electrons fill orthonormal orbitals $u,v$ on a finite set of sites, the occupations of distinct sites $i,j$ have covariance $-|P_{ij}|^2$, where $P_{ij}=u_i\bar u_j+v_i\bar v_j$. For real orbitals that is $-(u_iu_j+v_iv_j)^2$. What does the code take as the state?

**A:** Two complex amplitude vectors, subject to three conditions: each is normalised, and their overlap is zero. The site basis itself is taken as orthonormal.

In Lean 4 with Mathlib:

```lean
import Mathlib

open scoped ComplexConjugate

namespace BondIndexCovariance

noncomputable section

variable {ι : Type*} [Fintype ι] [DecidableEq ι]

/-- Two complex orbitals on a finite site set are normalised and mutually orthogonal. -/
structure OrthonormalPair (u v : ι → ℂ) : Prop where
  norm_u : ∑ i, Complex.normSq (u i) = 1
  norm_v : ∑ i, Complex.normSq (v i) = 1
  overlap : ∑ i, conj (u i) * v i = 0
```

**Q:** And the probabilities? A determinant carries a factor $1/\sqrt2$.

**A:** The normalised amplitude is $(u_iv_j-v_iu_j)/\sqrt2$. The two orderings of a pair of distinct sites contribute equally, so the unordered pair has weight
$$w_{ij}=|u_iv_j-v_iu_j|^2 .$$
`Sym2 ι` is the type of unordered pairs, and `Sym2.lift` requires the proof that swapping $i$ and $j$ leaves the weight unchanged. `Complex.normSq` is the squared modulus.

```lean
/-- The weight of the unordered pair of sites `{i, j}`: the squared modulus of `u i * v j - v i * u
j`. -/
def pairWeight (u v : ι → ℂ) : Sym2 ι → ℝ :=
  Sym2.lift ⟨fun i j => Complex.normSq (u i * v j - v i * u j), fun i j => by
    have h : u i * v j - v i * u j = -(u j * v i - v j * u i) := by ring
    simp only [h, Complex.normSq_neg]⟩
```

**Q:** `Sym2` also contains $\{i,i\}$. Would an occupation of one be wrong there?

**A:** It would miscount two electrons, but such configurations have weight zero. Occupations are indicators, expectations are weighted sums, and covariance is $\langle fg\rangle-\langle f\rangle\langle g\rangle$.

```lean
/-- The occupation of site `i` in a configuration: one if the site is in the pair, else zero. -/
def occ (i : ι) (c : Sym2 ι) : ℝ := if i ∈ c then 1 else 0

/-- The sum of an observable over configurations, weighted by the Slater weights. -/
def expect (u v : ι → ℂ) (f : Sym2 ι → ℝ) : ℝ := ∑ c, pairWeight u v c * f c

/-- The covariance of two observables of the configuration. -/
def cov (u v : ι → ℂ) (f g : Sym2 ι → ℝ) : ℝ :=
  expect u v (fun c => f c * g c) - expect u v f * expect u v g

/-- The one-particle density matrix of the two occupied orbitals. -/
def density (u v : ι → ℂ) (i j : ι) : ℂ := u i * conj (u j) + v i * conj (v j)

omit [Fintype ι] [DecidableEq ι] in
/-- The pair weight of a doubly occupied site is zero. -/
theorem pairWeight_diag (u v : ι → ℂ) (i : ι) : pairWeight u v s(i, i) = 0 := by
  change Complex.normSq (u i * v i - v i * u i) = 0
  rw [mul_comm (v i), sub_self, map_zero]
```

**Q:** Where does the density matrix enter? The weights don't mention it.

**A:** Through Lagrange's identity. Write $n_i=|u_i|^2+|v_i|^2$ and $X=u_i\bar v_i\bar u_jv_j$. Expanding both squares gives
$$w_{ij}=|u_i|^2|v_j|^2+|v_i|^2|u_j|^2-2\,\mathrm{Re}\,X,$$
$$|P_{ij}|^2=|u_i|^2|u_j|^2+|v_i|^2|v_j|^2+2\,\mathrm{Re}\,X.$$
Adding them, $w_{ij}+|P_{ij}|^2=n_in_j$. The code expands into real and imaginary parts and lets `ring` compare them. Orthonormality is not needed yet.

```lean
omit [Fintype ι] [DecidableEq ι] in
/-- The pair weight is the product of the site densities minus the squared modulus of the
density-matrix element between the sites. -/
theorem pairWeight_eq (u v : ι → ℂ) (i j : ι) :
    pairWeight u v s(i, j) =
      (Complex.normSq (u i) + Complex.normSq (v i)) *
        (Complex.normSq (u j) + Complex.normSq (v j)) - Complex.normSq (density u v i j) := by
  change Complex.normSq (u i * v j - v i * u j) = _
  simp only [density, Complex.normSq_apply, Complex.sub_re, Complex.sub_im, Complex.add_re,
    Complex.add_im, Complex.mul_re, Complex.mul_im, Complex.conj_re, Complex.conj_im]
  ring
```

**Q:** Then show me that the weights sum to one.

**A:** First relate the two ways of summing. If a function vanishes on the diagonal, its sum over ordered pairs is twice its sum over unordered pairs. `sum_pairs` groups ordered pairs by the unordered pair they represent: distinct sites give two orderings, and the diagonal gives zero.

```lean
/-- For a function vanishing on doubly occupied sites, the sum over ordered pairs is twice the
sum over unordered pairs. -/
theorem sum_pairs (F : Sym2 ι → ℝ) (h : ∀ i, F s(i, i) = 0) :
    ∑ i, ∑ j, F s(i, j) = 2 * ∑ c, F c := by
  rw [← Fintype.sum_prod_type' (fun i j => F s(i, j)),
    ← Finset.sum_fiberwise Finset.univ (fun p : ι × ι => s(p.1, p.2)), Finset.mul_sum]
  refine Finset.sum_congr rfl fun c _ => ?_
  obtain ⟨a, b, rfl⟩ : ∃ a b, c = s(a, b) := by
    induction c using Sym2.ind with
    | _ a b => exact ⟨a, b, rfl⟩
  have h1 : ∑ p ∈ Finset.univ.filter (fun p : ι × ι => s(p.1, p.2) = s(a, b)),
      F s(p.1, p.2) =
      ∑ p ∈ Finset.univ.filter (fun p : ι × ι => s(p.1, p.2) = s(a, b)), F s(a, b) :=
    Finset.sum_congr rfl fun p hp => by rw [(Finset.mem_filter.mp hp).2]
  rw [h1]
  by_cases hab : a = b
  · subst hab
    simp [h]
  · -- an unordered pair of distinct sites has exactly two orderings
    have h2 : Finset.univ.filter (fun p : ι × ι => s(p.1, p.2) = s(a, b))
        = {(a, b), (b, a)} := by
      ext ⟨x, y⟩
      simp
    rw [h2, Finset.sum_pair (by simp [hab])]
    ring
```

Next, sum the expansion of $w_{ij}$ over $j$. Normalisation turns the first two terms into $|u_i|^2+|v_i|^2$. The interference term becomes $-2\,\mathrm{Re}\big(u_i\bar v_i\sum_j\bar u_jv_j\big)=0$ by orthogonality; this is `cross` in the proof. Hence $\sum_jw_{ij}=n_i$.

```lean
omit [DecidableEq ι] in
/-- Summing the pair weight over the partner site gives the density at the fixed site. -/
theorem sum_partner {u v : ι → ℂ} (h : OrthonormalPair u v) (i : ι) :
    ∑ j, pairWeight u v s(i, j) = Complex.normSq (u i) + Complex.normSq (v i) := by
  have expand : ∀ j, pairWeight u v s(i, j) =
      Complex.normSq (u i) * Complex.normSq (v j) + Complex.normSq (v i) * Complex.normSq (u j)
        - 2 * (u i * conj (v i) * (conj (u j) * v j)).re := by
    intro j
    change Complex.normSq (u i * v j - v i * u j) = _
    simp only [Complex.normSq_apply, Complex.sub_re, Complex.sub_im,
      Complex.mul_re, Complex.mul_im, Complex.conj_re, Complex.conj_im]
    ring
  -- the interference term vanishes by orthogonality
  have cross : ∑ j, (u i * conj (v i) * (conj (u j) * v j)).re = 0 := by
    rw [← Complex.re_sum, ← Finset.mul_sum, h.overlap, mul_zero, Complex.zero_re]
  rw [Finset.sum_congr rfl fun j _ => expand j, Finset.sum_sub_distrib,
    Finset.sum_add_distrib, ← Finset.mul_sum, ← Finset.mul_sum, ← Finset.mul_sum,
    h.norm_u, h.norm_v, cross]
  ring
```

Summing over $i$ as well gives $\sum_in_i=2$, so the unordered sum is $1$. Each weight is a squared modulus, hence non-negative.

```lean
/-- The Slater weights are non-negative and add up to one over unordered pairs. -/
theorem pairWeight_probability {u v : ι → ℂ} (h : OrthonormalPair u v) :
    (∀ c, 0 ≤ pairWeight u v c) ∧ ∑ c, pairWeight u v c = 1 := by
  constructor
  · intro c
    induction c using Sym2.ind with
    | _ a b => exact Complex.normSq_nonneg _
  · have key := sum_pairs (pairWeight u v) (pairWeight_diag u v)
    rw [Finset.sum_congr rfl fun i _ => sum_partner h i, Finset.sum_add_distrib,
      h.norm_u, h.norm_v] at key
    linarith
```

**Q:** Is $n_i$ really the mean occupation in this distribution?

**A:** Yes. The pairs containing $i$ have total weight $\sum_{j\ne i}w_{ij}$, which equals $\sum_jw_{ij}=n_i$ because $w_{ii}=0$. The proof works with ordered pairs, where $i$ may be the first or the second entry. Each case contributes $n_i$, and `sum_pairs` accounts for the factor two.

```lean
/-- The mean occupation of a site is the sum of the two orbital densities there. -/
theorem expect_occ {u v : ι → ℂ} (h : OrthonormalPair u v) (i : ι) :
    expect u v (occ i) = Complex.normSq (u i) + Complex.normSq (v i) := by
  have key := sum_pairs (fun c => pairWeight u v c * occ i c)
    (fun a => by simp [pairWeight_diag])
  have split : ∀ a b, pairWeight u v s(a, b) * occ i s(a, b) =
      (if i = a then pairWeight u v s(a, b) else 0) +
        (if i = b then pairWeight u v s(a, b) else 0) := by
    intro a b
    by_cases ha : i = a
    · subst ha
      by_cases hb : i = b
      · subst hb
        simp [pairWeight_diag]
      · simp [occ, hb]
    · by_cases hb : i = b
      · subst hb
        simp [occ, ha]
      · simp [occ, ha, hb]
  have h1 : ∑ a, ∑ b, (if i = a then pairWeight u v s(a, b) else 0)
      = ∑ b, pairWeight u v s(i, b) := by
    rw [Finset.sum_comm]
    simp
  have h2 : ∑ a, ∑ b, (if i = b then pairWeight u v s(a, b) else 0)
      = ∑ b, pairWeight u v s(i, b) := by
    refine Finset.sum_congr rfl fun a _ => ?_
    rw [Finset.sum_ite_eq, if_pos (Finset.mem_univ i), Sym2.eq_swap]
  simp only [split, Finset.sum_add_distrib] at key
  rw [h1, h2, sum_partner h i] at key
  unfold expect
  linarith
```

**Q:** And the covariance?

**A:** For $i\ne j$, only the configuration $\{i,j\}$ occupies both sites, so the joint expectation is $w_{ij}$. `Finset.sum_eq_single` isolates that term. Therefore
$$\mathrm{cov}=w_{ij}-n_in_j=-|P_{ij}|^2 .$$

```lean
/-- The occupations of two distinct sites have covariance minus the squared modulus of the
density-matrix element between them. -/
theorem cov_occ {u v : ι → ℂ} (h : OrthonormalPair u v) {i j : ι} (hij : i ≠ j) :
    cov u v (occ i) (occ j) = -Complex.normSq (density u v i j) := by
  -- only the configuration {i, j} occupies both sites
  have joint : expect u v (fun c => occ i c * occ j c) = pairWeight u v s(i, j) := by
    unfold expect
    rw [Finset.sum_eq_single s(i, j)]
    · simp [occ]
    · intro c _ hc
      have hn : ¬(i ∈ c ∧ j ∈ c) := fun hm => hc ((Sym2.mem_and_mem_iff hij).mp hm)
      by_cases hi : i ∈ c
      · have hj : j ∉ c := fun hj => hn ⟨hi, hj⟩
        simp [occ, hj]
      · simp [occ, hi]
    · intro hc
      exact absurd (Finset.mem_univ _) hc
  rw [cov, joint, expect_occ h, expect_occ h, pairWeight_eq]
  ring
```

For real orbitals, the code embeds the real vectors in the complex ones and simplifies both the weight and the covariance.

```lean
/-- For orthonormal real orbitals and two distinct sites, the pair weight is `(u_i v_j - v_i u_j)^2`
and the occupations have covariance `-(u_i u_j + v_i v_j)^2`. -/
theorem cov_occ_real {u v : ι → ℝ}
    (h : OrthonormalPair (fun k => (u k : ℂ)) (fun k => (v k : ℂ))) {i j : ι} (hij : i ≠ j) :
    pairWeight (fun k => (u k : ℂ)) (fun k => (v k : ℂ)) s(i, j)
        = (u i * v j - v i * u j) ^ 2 ∧
      cov (fun k => (u k : ℂ)) (fun k => (v k : ℂ)) (occ i) (occ j)
        = -(u i * u j + v i * v j) ^ 2 := by
  have hd : density (fun k => (u k : ℂ)) (fun k => (v k : ℂ)) i j
      = ((u i * u j + v i * v j : ℝ) : ℂ) := by
    simp [density]
  constructor
  · rw [pairWeight_eq, hd]
    simp only [Complex.normSq_ofReal]
    ring
  · rw [cov_occ h hij, hd, Complex.normSq_ofReal]
    ring
```

**Q:** What does this say about bonding?

**A:** In electronic structure, it lets a density-matrix bond index be read as a population correlation, here for two same-spin electrons in a single determinant on orthonormal sites. Doubling $P$ gives the spin-summed matrix of a closed shell whose two spins fill the same orbitals, and
$$|2P_{ij}|^2=-4\,\mathrm{cov}.$$

**Q:** Is that the covariance of the total populations?

**A:** No, it is the same-spin covariance; the configuration space holds only one spin species. With independent, identical spin species the total covariance would be twice as large, making the factor $-2$, but that is my own addition to the theorem. Correlated wavefunctions and overlapping atomic orbitals are not covered.

```lean
/-- The bond index of two distinct sites, the squared modulus of twice the density-matrix
element, is minus four times the covariance of their same-spin occupations. -/
theorem bondIndex_eq_cov {u v : ι → ℂ} (h : OrthonormalPair u v) {i j : ι} (hij : i ≠ j) :
    Complex.normSq (2 * density u v i j) = -4 * cov u v (occ i) (occ j) := by
  have two : Complex.normSq 2 = 4 := by
    norm_num [Complex.normSq_apply]
  rw [cov_occ h hij, Complex.normSq_mul, two]
  ring
```

**Q:** Does any genuinely complex pair satisfy your conditions?

**A:** Yes: $u=(3/5,\,4i/5,\,0)$ and $v=(0,0,1)$. One electron is shared by the first two sites and the other sits on the third.

```lean
/-- On three sites the orbitals `(3/5, 4i/5, 0)` and `(0, 0, 1)` are orthonormal. -/
theorem orthonormalPair_witness :
    OrthonormalPair (![3 / 5, 4 / 5 * Complex.I, 0] : Fin 3 → ℂ) ![0, 0, 1] := by
  constructor
  · norm_num [Fin.sum_univ_succ, Complex.normSq_apply]
  · simp [Fin.sum_univ_succ]
  · simp [Fin.sum_univ_succ]

end

end BondIndexCovariance
```

```lean
#print axioms BondIndexCovariance.pairWeight_probability
-- 'BondIndexCovariance.pairWeight_probability' depends on axioms: [propext, Classical.choice, Quot.sound]
#print axioms BondIndexCovariance.cov_occ_real
-- 'BondIndexCovariance.cov_occ_real' depends on axioms: [propext, Classical.choice, Quot.sound]
#print axioms BondIndexCovariance.bondIndex_eq_cov
-- 'BondIndexCovariance.bondIndex_eq_cov' depends on axioms: [propext, Classical.choice, Quot.sound]
```
